# Trading the angle between two electrons for their distance: the Hylleraas weight \(r_1 r_2 r_{12}\)

A variational calculation on the helium ground state with a trial function such as \(e^{-\zeta(r_1+r_2)}(1+c\,r_{12})\) needs integrals of \(e^{-2\zeta(r_1+r_2)}\) times powers of \(r_1\), \(r_2\) and \(r_{12}\), the two electron-nucleus distances and the interelectronic distance. In spherical coordinates the integrand contains the square root \(r_{12}=\sqrt{r_1^2+r_2^2-2r_1r_2\cos\theta}\), where \(\theta\) is the angle between the two position vectors. The practical step is to replace \(\theta\) by \(r_{12}\) as integration variable. The square root disappears, and the weight \(r_1^2r_2^2\sin\theta\) becomes \(r_1r_2r_{12}\).

For a power of the distance, the inner integral is then elementary. With \(r_1=a>0\), \(r_2=b>0\) and an integer \(n\ge 0\),

\[
ab\int_{-1}^{1}\bigl(a^2+b^2-2abx\bigr)^{n/2}dx=\int_{|a-b|}^{a+b}u^{n+1}\,du=\frac{(a+b)^{n+2}-|a-b|^{n+2}}{n+2}.
\]

A program can evaluate the right-hand side directly in its loop over the radii, with no angular quadrature. In the full matrix element, a term \(r_1^l r_2^m r_{12}^n\) simply has each exponent raised by one.

## The substitution by hand

Fix \(a,b>0\), let \(x=\cos\theta\), and write

\[
r_{12}(a,b,x)=\sqrt{a^2+b^2-2abx}.
\]

By the law of cosines this is the distance between electrons at distances \(a\) and \(b\) from the nucleus. The claim is that, for every continuous real function \(f\) on \([0,\infty)\),

\[
ab\int_{-1}^{1} f\bigl(r_{12}(a,b,x)\bigr)\,dx=\int_{|a-b|}^{a+b}u\,f(u)\,du .
\]

Express the cosine through the distance \(u\):

\[
x(u)=\frac{a^2+b^2-u^2}{2ab},\qquad \frac{dx}{du}=-\frac{u}{ab}.
\]

For \(u\ge 0\), inserting \(x(u)\) in the square root gives \(\sqrt{u^2}=u\). The endpoints follow from \(a^2+b^2-(a-b)^2=2ab\) and \(a^2+b^2-(a+b)^2=-2ab\), so that \(x(|a-b|)=1\) and \(x(a+b)=-1\). The parallel arrangement gives the shortest distance and the antiparallel one the longest. Therefore

\[
\int_{-1}^{1}f(r_{12}(a,b,x))\,dx
=-\int_{|a-b|}^{a+b}f(u)\left(-\frac{u}{ab}\right)du
=\frac1{ab}\int_{|a-b|}^{a+b}u f(u)\,du ,
\]

and multiplication by \(ab\) proves the claim. Treating \(x\) as a function of \(u\) keeps the substitution smooth even for \(a=b\). In the other direction \(r_{12}=a\sqrt{2-2x}\), whose derivative diverges at \(x=1\).

For the polar angle, \(x=\cos\theta\) and \(dx=-\sin\theta\,d\theta\) give

\[
\int_0^\pi f(r_{12}(a,b,\cos\theta))\sin\theta\,d\theta=\int_{-1}^{1}f(r_{12}(a,b,x))\,dx .
\]

Multiplying by \(a^2b^2\) and using the first identity,

\[
a^2b^2\int_0^\pi f(r_{12}(a,b,\cos\theta))\sin\theta\,d\theta=\int_{|a-b|}^{a+b}f(u)\,ab\,u\,du .
\]

If \(a=0\) or \(b=0\), both sides vanish, so this form holds for all \(a,b\ge0\). At each pair of radii, \(f\) may be a different function, \(f(u)=F(a,b,u)\). Integrating over \(a\) and \(b\) from \(0\) to a cutoff \(R\ge 0\) then gives the change of variables from \((r_1,r_2,\theta)\) to \((r_1,r_2,r_{12})\).

The weight \(u\) is also the only continuous one. Let \(a,b>0\), and suppose that a continuous \(w\) satisfies \(ab\int_{-1}^1 f(r_{12}(a,b,x))\,dx=\int_{|a-b|}^{a+b}w(u)f(u)\,du\) for every continuous \(f\). Subtracting the identity already proved gives \(\int_{|a-b|}^{a+b}(w(u)-u)f(u)\,du=0\). The choice \(f(u)=w(u)-u\) turns this into

\[
\int_{|a-b|}^{a+b}(w(u)-u)^2\,du=0 .
\]

The integrand is continuous and non-negative, and the interval has positive length, so \(w(u)=u\) on all of it.

## Distances and cosines in Lean

The development uses Mathlib's real analysis and inner product spaces.

```lean
import Mathlib

open Real

namespace HylleraasVolumeWeight
```

The distance is defined as a function of three real numbers. The definition itself imposes no range on them; the theorems supply the physical ranges.

```lean
/-- Distance between two electrons at distances `a` and `b` from the nucleus, when `x` is the
cosine of the angle between their position vectors. -/
noncomputable def r12 (a b x : ℝ) : ℝ := √(a ^ 2 + b ^ 2 - 2 * a * b * x)
```

The next theorem ties this formula to geometry. For position vectors `p` and `q` in any real inner product space, the norm of `p - q` is `r12` evaluated at their lengths and at the cosine of the angle between them. The proof expands the squared norm, rewrites the inner product through the angle, and takes the root of a square. A zero vector is allowed, since the cosine is then multiplied by zero.

```lean
/-- The distance between two position vectors is `r12` of their lengths and of the cosine of
the angle between them. -/
theorem norm_sub_eq_r12 {V : Type*} [NormedAddCommGroup V] [InnerProductSpace ℝ V] (p q : V) :
    ‖p - q‖ = r12 ‖p‖ ‖q‖ (Real.cos (InnerProductGeometry.angle p q)) := by
  have h : ‖p‖ ^ 2 + ‖q‖ ^ 2 - 2 * ‖p‖ * ‖q‖ * Real.cos (InnerProductGeometry.angle p q)
      = ‖p - q‖ ^ 2 := by
    rw [norm_sub_sq_real, ← InnerProductGeometry.cos_angle_mul_norm_mul_norm]
    ring
  unfold r12
  rw [h, Real.sqrt_sq (norm_nonneg _)]
```

The inverse relation requires positive radii and a non-negative distance `u`. The proof clears the denominator \(2ab\), reduces the expression under the root to \(u^2\), and uses `hu` to replace \(\sqrt{u^2}\) by \(u\).

```lean
/-- For positive `a`, `b` and non-negative `u`, the function `r12 a b` takes the value `u` at `(a² +
b² - u²) / (2ab)`. -/
theorem r12_of_cosine {a b u : ℝ} (ha : 0 < a) (hb : 0 < b) (hu : 0 ≤ u) :
    r12 a b ((a ^ 2 + b ^ 2 - u * u) / (2 * a * b)) = u := by
  have hne : 2 * a * b ≠ 0 := by positivity
  have e : a ^ 2 + b ^ 2 - u * u
      = (a ^ 2 + b ^ 2 - u * u) / (2 * a * b) * (2 * a * b) := (div_eq_iff hne).mp rfl
  have h : a ^ 2 + b ^ 2 - 2 * a * b * ((a ^ 2 + b ^ 2 - u * u) / (2 * a * b)) = u ^ 2 := by
    linear_combination e
  unfold r12
  rw [h, Real.sqrt_sq hu]
```

The function \(f\) appears in Lean as `f : ℝ → ℝ` with the hypothesis `ContinuousOn f (Set.Ici 0)`, which is continuity on \([0,\infty)\); its behaviour at negative arguments is unrestricted. Since a square root is never negative, the composite with `r12` is continuous in the cosine on the whole real line. The substitution theorem needs exactly this.

```lean
/-- A continuous function of the interelectronic distance is continuous in the cosine of the
angle between the electrons. -/
theorem continuous_comp_r12 (a b : ℝ) {f : ℝ → ℝ} (hf : ContinuousOn f (Set.Ici 0)) :
    Continuous (fun x => f (r12 a b x)) := by
  have hc : Continuous (fun x => r12 a b x) := by
    unfold r12
    fun_prop
  exact hf.comp_continuous hc (fun x => Real.sqrt_nonneg _)
```

## The change of variable and its Jacobian

The central theorem is the hand-derived identity for positive radii and `f` continuous on \([0,\infty)\), with `∫ x in (-1 : ℝ)..1` for the cosine integral and `|a - b|..(a + b)` for the range that the triangle inequality allows.

```lean
/-- Interelectronic distance as integration variable: `ab` times the integral of `f(r₁₂)` over
the cosine equals the integral of `u f(u)` from `|a - b|` to `a + b`. -/
theorem integral_cosine_eq_integral_distance {a b : ℝ} (ha : 0 < a) (hb : 0 < b) {f : ℝ → ℝ}
    (hf : ContinuousOn f (Set.Ici 0)) :
    a * b * ∫ x in (-1 : ℝ)..1, f (r12 a b x) = ∫ u in |a - b|..(a + b), u * f u := by
  have hle : |a - b| ≤ a + b := abs_le.mpr ⟨by linarith, by linarith⟩
  have hne : 2 * a * b ≠ 0 := by positivity
  have hab : (a * b)⁻¹ * (a * b) = 1 := inv_mul_cancel₀ (by positivity)
  -- the cosine is a smooth function of the distance, with Jacobian `-u / (ab)`
  have hder : ∀ u : ℝ, HasDerivAt (fun u : ℝ => (a ^ 2 + b ^ 2 - u * u) / (2 * a * b))
      (-(a * b)⁻¹ * u) u := by
    intro u
    have h := (((hasDerivAt_id' u).fun_mul (hasDerivAt_id' u)).const_sub
      (a ^ 2 + b ^ 2)).div_const (2 * a * b)
    refine h.congr_deriv ?_
    rw [div_eq_iff hne]
    linear_combination (2 * u) * hab
  have hsub := intervalIntegral.integral_comp_mul_deriv (a := |a - b|) (b := a + b)
    (f := fun u : ℝ => (a ^ 2 + b ^ 2 - u * u) / (2 * a * b))
    (f' := fun u : ℝ => -(a * b)⁻¹ * u) (g := fun x => f (r12 a b x))
    (fun u _ => hder u) (by fun_prop) (continuous_comp_r12 a b hf)
  -- the ends of the triangle interval are the parallel and antiparallel arrangements
  have h1 : (a ^ 2 + b ^ 2 - |a - b| * |a - b|) / (2 * a * b) = 1 := by
    rw [abs_mul_abs_self, div_eq_iff hne]
    ring
  have h2 : (a ^ 2 + b ^ 2 - (a + b) * (a + b)) / (2 * a * b) = -1 := by
    rw [div_eq_iff hne]
    ring
  simp only [Function.comp_apply, h1, h2] at hsub
  rw [intervalIntegral.integral_symm (-1) 1] at hsub
  have hcongr : ∫ u in |a - b|..(a + b),
      f (r12 a b ((a ^ 2 + b ^ 2 - u * u) / (2 * a * b))) * (-(a * b)⁻¹ * u)
      = -(a * b)⁻¹ * ∫ u in |a - b|..(a + b), u * f u := by
    rw [← intervalIntegral.integral_const_mul]
    apply intervalIntegral.integral_congr
    intro u hu
    rw [Set.uIcc_of_le hle] at hu
    have hr := r12_of_cosine ha hb ((abs_nonneg _).trans hu.1)
    simp only [hr]
    ring
  rw [hcongr] at hsub
  linear_combination (a * b) * hsub + (∫ u in |a - b|..(a + b), u * f u) * hab
```

Here `hder` is the derivative \(dx/du=-u/(ab)\), and `hsub` is the substitution rule applied to \(x(u)\). The facts `h1` and `h2` evaluate the endpoints as \(1\) and \(-1\), after which `intervalIntegral.integral_symm` reverses the limits. In `hcongr`, the previous lemma replaces the composite distance by \(u\), and the constant \(-1/(ab)\) leaves the integral. The last line multiplies by \(ab\) and cancels it against its inverse.

The polar-angle integral follows from the same substitution rule, now with the cosine as inner function. The minus sign of its derivative compensates for the reversed limits. No sign condition on `a` or `b` is needed.

```lean
/-- The integral over the polar angle with weight `sin θ` is the integral over the cosine. -/
theorem integral_angle_eq_integral_cosine (a b : ℝ) {f : ℝ → ℝ}
    (hf : ContinuousOn f (Set.Ici 0)) :
    ∫ θ in (0 : ℝ)..π, f (r12 a b (Real.cos θ)) * Real.sin θ
      = ∫ x in (-1 : ℝ)..1, f (r12 a b x) := by
  have h := intervalIntegral.integral_comp_mul_deriv (a := 0) (b := π)
    (f := Real.cos) (f' := fun θ => -Real.sin θ) (g := fun x => f (r12 a b x))
    (fun θ _ => Real.hasDerivAt_cos θ) (by fun_prop) (continuous_comp_r12 a b hf)
  simp only [Function.comp_apply, Real.cos_zero, Real.cos_pi, mul_neg,
    intervalIntegral.integral_neg] at h
  rw [intervalIntegral.integral_symm (-1) 1] at h
  linarith
```

## The weight at fixed radii and over both radii

Combining the two substitutions gives the weight \(ab\,u\). The proof first disposes of the cases \(a=0\) and \(b=0\), where both sides are zero. For positive radii, `hw` takes the factor \(ab\) out of the distance integral, and the two preceding theorems finish the calculation.

```lean
/-- At fixed electron-nucleus distances, the weight `a² b² sin θ` in the angle becomes the
weight `a b u` in the interelectronic distance `u`. -/
theorem hylleraas_weight {a b : ℝ} (ha : 0 ≤ a) (hb : 0 ≤ b) {f : ℝ → ℝ}
    (hf : ContinuousOn f (Set.Ici 0)) :
    a ^ 2 * b ^ 2 * ∫ θ in (0 : ℝ)..π, f (r12 a b (Real.cos θ)) * Real.sin θ
      = ∫ u in |a - b|..(a + b), f u * (a * b * u) := by
  rcases ha.eq_or_lt with rfl | ha
  · simp
  rcases hb.eq_or_lt with rfl | hb
  · simp
  have h := integral_cosine_eq_integral_distance ha hb hf
  have hw : ∫ u in |a - b|..(a + b), f u * (a * b * u)
      = a * b * ∫ u in |a - b|..(a + b), u * f u := by
    rw [← intervalIntegral.integral_const_mul]
    apply intervalIntegral.integral_congr
    intro u _
    ring
  rw [integral_angle_eq_integral_cosine a b hf, hw, ← h]
  ring
```

The three-variable version takes an integrand `F` that is jointly continuous in the two radii and the distance. It is stated with iterated integrals, and both radii run from \(0\) to `R`.

```lean
/-- For a continuous function of both electron-nucleus distances (up to a cutoff `R`) and the
interelectronic distance, the integral with weight `r₁² r₂² sin θ` over `r₁, r₂, θ` equals the
integral with weight `r₁ r₂ r₁₂` over `r₁, r₂, r₁₂`. -/
theorem hylleraas_volume_integral {R : ℝ} (hR : 0 ≤ R) {F : ℝ → ℝ → ℝ → ℝ}
    (hF : Continuous (fun p : ℝ × ℝ × ℝ => F p.1 p.2.1 p.2.2)) :
    ∫ a in (0 : ℝ)..R, ∫ b in (0 : ℝ)..R,
        a ^ 2 * b ^ 2 * ∫ θ in (0 : ℝ)..π, F a b (r12 a b (Real.cos θ)) * Real.sin θ
      = ∫ a in (0 : ℝ)..R, ∫ b in (0 : ℝ)..R,
        ∫ u in |a - b|..(a + b), F a b u * (a * b * u) := by
  apply intervalIntegral.integral_congr
  intro a ha
  apply intervalIntegral.integral_congr
  intro b hb
  rw [Set.uIcc_of_le hR] at ha hb
  have hs : Continuous (F a b) :=
    hF.comp (by fun_prop : Continuous (fun u : ℝ => ((a, b, u) : ℝ × ℝ × ℝ)))
  exact hylleraas_weight ha.1 hb.1 hs.continuousOn
```

The two uses of `intervalIntegral.integral_congr` reduce the equality to fixed `a` and `b` in \([0,R]\). There `hs` extracts continuity in the remaining variable, and `hylleraas_weight` applies.

This is the change of internal coordinates behind Hylleraas-type calculations on two-electron atoms, for continuous integrands and finite radii. The weight \(r_1^2r_2^2\sin\theta\) is the starting point and is not derived from the six-dimensional volume element. For an integrand that depends only on the three distances, integration over the orientation of the electron-nucleus triangle supplies a further factor \(8\pi^2\). Sufficiently fast decay of the integrand allows the limit \(R\to\infty\), and the exponentials of a bound-state trial function provide it.

The Coulomb repulsion \(1/r_{12}\) is not continuous at zero distance, so the three-variable theorem does not apply to it directly. At fixed positive radii with \(a\ne b\), the distance never reaches zero, and the central identity can be used with the continuous function \(f(u)=1/\max(u,|a-b|)\), which equals \(1/u\) on the whole interval. The weight cancels the denominator:

\[
ab\int_{-1}^{1}\frac{dx}{r_{12}(a,b,x)}=\int_{|a-b|}^{a+b}du=2\min(a,b).
\]

Dividing by \(2ab\) gives the familiar angular average \(1/\max(a,b)\). The nuclear attraction \(1/r_1\) is also outside the three-variable theorem, because it is not continuous at \(r_1=0\). At fixed positive radii it is a constant factor, so `hylleraas_weight` covers it.

## Uniqueness of the weight

The last theorem turns the question round. Its hypothesis `h` says that `w` reproduces \(ab\) times the cosine integral for every continuous test function, and its conclusion is `w u = u` at every point of the closed interval, endpoints included. Nothing is said about `w` elsewhere, because the integrals do not probe it there.

```lean
/-- The weight is unique: a continuous `w` that reproduces `ab` times the cosine integral of every
continuous function of the distance equals `u` on the interval from `|a - b|` to `a + b`. -/
theorem weight_unique {a b : ℝ} (ha : 0 < a) (hb : 0 < b) {w : ℝ → ℝ} (hw : Continuous w)
    (h : ∀ f : ℝ → ℝ, Continuous f →
      a * b * ∫ x in (-1 : ℝ)..1, f (r12 a b x) = ∫ u in |a - b|..(a + b), w u * f u) :
    ∀ u ∈ Set.Icc |a - b| (a + b), w u = u := by
  intro c hc
  by_contra hne
  have hlt : |a - b| < a + b := abs_lt.mpr ⟨by linarith, by linarith⟩
  -- test with the difference of the two weights
  have hd : Continuous (fun u => w u - u) := by fun_prop
  have h1 : ∫ u in |a - b|..(a + b), u * (w u - u)
      = ∫ u in |a - b|..(a + b), w u * (w u - u) :=
    (integral_cosine_eq_integral_distance ha hb hd.continuousOn).symm.trans (h _ hd)
  have hsq : 0 < (w c - c) ^ 2 :=
    lt_of_le_of_ne (sq_nonneg _) (pow_ne_zero 2 (sub_ne_zero.mpr hne)).symm
  have hpos : 0 < ∫ u in |a - b|..(a + b), (w u - u) ^ 2 :=
    intervalIntegral.integral_pos hlt (hd.pow 2).continuousOn
      (fun u _ => sq_nonneg _) ⟨c, hc, hsq⟩
  have c1 : Continuous (fun u => w u * (w u - u)) := by fun_prop
  have c2 : Continuous (fun u => u * (w u - u)) := by fun_prop
  have hsplit : ∫ u in |a - b|..(a + b), (w u - u) ^ 2
      = (∫ u in |a - b|..(a + b), w u * (w u - u))
        - ∫ u in |a - b|..(a + b), u * (w u - u) := by
    rw [← intervalIntegral.integral_sub (c1.intervalIntegrable _ _)
      (c2.intervalIntegrable _ _)]
    apply intervalIntegral.integral_congr
    intro u _
    ring
  linarith

end HylleraasVolumeWeight
```

The proof is by contradiction. Suppose that `w` differs from the expected weight at a point `c`. The equality `h1` compares the two weights on the test function \(w(u)-u\), and `hsplit` writes the integral of the square as the difference of the two sides, which is therefore zero. But `hpos` shows that this integral is positive: the square is continuous, nowhere negative, and positive at `c`. The final `linarith` combines these statements.

Continuity of \(w\) matters here. Take \(a=b=1\), and let \(w(u)=u\) except at the single point \(u=1\), where \(w(1)=0\). Changing one point alters no integral, so this \(w\) reproduces the cosine integral for every continuous \(f\), yet \(w(1)\ne1\).

Positive radii matter too. For \(a=0\) and \(b=1\), the interval shrinks to the point \(u=1\) and both sides of the hypothesis are zero whatever the weight. The continuous function \(w=0\) then satisfies the hypothesis but not the conclusion.

```lean
#print axioms HylleraasVolumeWeight.norm_sub_eq_r12
-- 'HylleraasVolumeWeight.norm_sub_eq_r12' depends on axioms: [propext, Classical.choice, Quot.sound]
#print axioms HylleraasVolumeWeight.hylleraas_weight
-- 'HylleraasVolumeWeight.hylleraas_weight' depends on axioms: [propext, Classical.choice, Quot.sound]
#print axioms HylleraasVolumeWeight.hylleraas_volume_integral
-- 'HylleraasVolumeWeight.hylleraas_volume_integral' depends on axioms: [propext, Classical.choice, Quot.sound]
#print axioms HylleraasVolumeWeight.weight_unique
-- 'HylleraasVolumeWeight.weight_unique' depends on axioms: [propext, Classical.choice, Quot.sound]
```
